# Divergence of ∇ξ/|∇ξ|² for a quadratic collective variable ξ

Follow a particle on a line, at x ≠ 0, through the coordinate ξ = x²/2. Its gradient is x, and the gradient divided by its own square is w = x/x² = 1/x. Differentiating the numerator gives 1/x², and differentiating the denominator gives −2x·x/x⁴ = −2/x². Together,

dw/dx = −1/x².

The two contributions come from the change of the gradient and the change of its normalisation. Part (g) gives both contributions for a quadratic coordinate in any finite dimension.

The physical problem is the free energy along ξ. For a potential V and thermal energy θ = k_B T,

F(z) = −θ ln ∫ δ(ξ(x) − z) exp(−V(x)/θ) dx.

For regular ξ and V, and away from zeros of ∇ξ, dF/dz is the average, with the normalised weight δ(ξ(x) − z) exp(−V(x)/θ), of the local quantity

⟨∇V, w⟩ − θ div w, with w = ∇ξ/|∇ξ|².

The theorems below give the divergence term for quadratic ξ, and the whole local quantity for a harmonic well; the averaging that turns it into dF/dz is taken from statistical mechanics and is not proved here. The divergence term enters thermodynamic integration along ξ and the adaptive biasing force method when they average this local quantity. It is treated below for quadratic coordinates in finitely many Cartesian dimensions, all with unit weight and no masses.

## Points, derivatives and the field w

A configuration is a function `n → ℝ`, where `n` is a finite type of coordinate labels. In the prose, n also denotes their number. The dot product ⟨u, v⟩ is `u ⬝ᵥ v`, |u|² is `u ⬝ᵥ u`, and a matrix acts by `A *ᵥ x`.

```lean
import Mathlib

open Matrix

namespace MetricDivergence

noncomputable section

variable {n : Type*} [Fintype n] [DecidableEq n]
```

The gradient collects the derivatives along the unit vectors eᵢ, written `Pi.single i 1`.

```lean
/-- The gradient of a function, as the vector of its partial derivatives. -/
def grad (f : (n → ℝ) → ℝ) (x : n → ℝ) : n → ℝ :=
  fun i => deriv (fun t : ℝ => f (x + t • (Pi.single i 1 : n → ℝ))) 0
```

The divergence sums the derivatives of component i along eᵢ.

```lean
/-- The divergence of a vector field, as the sum of its diagonal partial derivatives. -/
def divergence (F : (n → ℝ) → (n → ℝ)) (x : n → ℝ) : ℝ :=
  ∑ i, deriv (fun t : ℝ => F (x + t • (Pi.single i 1 : n → ℝ)) i) 0
```

The field w is called `liftField`. It is built from the gradient of any function `f`, which plays the part of ξ.

```lean
/-- The field `w = ∇ξ / |∇ξ|²` of a collective variable `ξ`, meaningful where `∇ξ ≠ 0`. -/
def liftField (f : (n → ℝ) → ℝ) (x : n → ℝ) : n → ℝ :=
  (grad f x ⬝ᵥ grad f x)⁻¹ • grad f x
```

The quadratic coordinate is ξ(x) = ⟨x, Ax⟩/2, with A a real matrix.

```lean
/-- The quadratic collective variable `ξ(x) = ⟨x, A x⟩ / 2`. -/
def quadCoord (A : Matrix n n ℝ) (x : n → ℝ) : ℝ := (x ⬝ᵥ A *ᵥ x) / 2
```

The name `localMeanForce` follows the sign of dF/dz; the physical force along ξ has the opposite sign.

```lean
/-- The local mean force `⟨∇V, w⟩ - θ div w` of a potential `V` along a collective variable at
thermal energy `θ`, meaningful where `V` and `w` are differentiable and the gradient of the
collective variable is nonzero. -/
def localMeanForce (V f : (n → ℝ) → ℝ) (θ : ℝ) (x : n → ℝ) : ℝ :=
  grad V x ⬝ᵥ liftField f x - θ * divergence (liftField f) x
```

## (a) Slope of a quadratic polynomial

Show that, for real c, b and d, the function g(t) = c + tb + t²d satisfies

g′(0) = b.

**Solution.** Term by term, g′(t) = b + 2td, which equals b at t = 0.

In Lean, `HasDerivAt` says that the derivative exists and has the stated value. The facts `h1` and `h2` differentiate the two varying terms, and `simp` evaluates their sum at zero.

```lean
/-- A quadratic polynomial in `t` has its linear coefficient as derivative at `t = 0`. -/
lemma hasDerivAt_quadratic (c b d : ℝ) :
    HasDerivAt (fun t : ℝ => c + t * b + t ^ 2 * d) b 0 := by
  have h1 : HasDerivAt (fun t : ℝ => t * b) (1 * b) 0 := (hasDerivAt_id' 0).mul_const b
  have h2 : HasDerivAt (fun t : ℝ => t ^ 2 * d) (((2 : ℕ) : ℝ) * 0 ^ (2 - 1) * d) 0 :=
    (hasDerivAt_pow 2 (0 : ℝ)).mul_const d
  exact ((h1.const_add c).fun_add h2).congr_deriv (by simp)
```

## (b) Slope of a ratio

For real c, b, s, p and q with s ≠ 0, show that the derivative of (c + tb)/(s + 2pt + qt²) at t = 0 is

b/s − 2pc/s².

**Solution.** At t = 0 the numerator has value c and slope b, and the denominator has value s and slope 2p. The quotient rule gives (bs − 2pc)/s², which is the claim.

The proof takes both slopes from (a), with zero quadratic coefficient for the numerator. `fun_div` is the quotient rule, and `field_simp` matches the fractions.

```lean
/-- The derivative at `t = 0` of a linear over a quadratic polynomial whose denominator
does not vanish there. -/
lemma hasDerivAt_ratio (c b s p q : ℝ) (hs : s ≠ 0) :
    HasDerivAt (fun t : ℝ => (c + t * b) / (s + t * (2 * p) + t ^ 2 * q))
      (b / s - 2 * p * c / s ^ 2) 0 := by
  have hn : HasDerivAt (fun t : ℝ => c + t * b) b 0 := by
    simpa only [mul_zero, add_zero] using hasDerivAt_quadratic c b 0
  have hd := hasDerivAt_quadratic s (2 * p) q
  refine (hn.fun_div hd (by simpa using hs)).congr_deriv ?_
  simp only [zero_mul, add_zero, ne_eq, OfNat.ofNat_ne_zero, not_false_eq_true, zero_pow]
  field_simp
```

## (c) Moving a symmetric matrix across the dot product

For symmetric A, show that

⟨x, Av⟩ = ⟨Ax, v⟩.

**Solution.** Exchange the sums and use Aᵢⱼ = Aⱼᵢ:

Σᵢ xᵢ Σⱼ Aᵢⱼvⱼ = Σⱼ (Σᵢ Aⱼᵢxᵢ) vⱼ.

The hypothesis `A.IsSymm` means Aᵀ = A. The first two rewrites regroup the sum into ⟨Aᵀx, v⟩, and `hA.eq` replaces Aᵀ by A.

```lean
omit [DecidableEq n] in
/-- A real symmetric matrix can be moved from one side of the dot product to the other. -/
lemma dot_symm {A : Matrix n n ℝ} (hA : A.IsSymm) (x v : n → ℝ) :
    x ⬝ᵥ A *ᵥ v = A *ᵥ x ⬝ᵥ v := by
  rw [Matrix.dotProduct_mulVec, ← Matrix.mulVec_transpose, hA.eq]
```

## (d) Gradient of the quadratic coordinate

For symmetric A, show that

∇ξ(x) = Ax.

**Solution.** Along a line in direction v,

ξ(x + tv) = ξ(x) + (t/2)(⟨x, Av⟩ + ⟨v, Ax⟩) + t²ξ(v).

By (c), the bracket is 2⟨Ax, v⟩. By (a), the slope at t = 0 is therefore ⟨Ax, v⟩. Setting v = eᵢ gives (Ax)ᵢ.

The statement `key` is this directional derivative. Its `linear_combination` step uses (c) and the commutativity of the dot product to collect the linear term.

```lean
/-- For symmetric `A` the gradient of `ξ(x) = ⟨x, A x⟩ / 2` is `A x`. -/
theorem grad_quadCoord {A : Matrix n n ℝ} (hA : A.IsSymm) (x : n → ℝ) :
    grad (quadCoord A) x = A *ᵥ x := by
  -- along any line the coordinate is a quadratic polynomial
  have key : ∀ v : n → ℝ,
      HasDerivAt (fun t : ℝ => quadCoord A (x + t • v)) (A *ᵥ x ⬝ᵥ v) 0 := by
    intro v
    have h : (fun t : ℝ => quadCoord A (x + t • v)) =
        fun t => quadCoord A x + t * (A *ᵥ x ⬝ᵥ v) + t ^ 2 * quadCoord A v := by
      funext t
      have h1 := dot_symm hA x v
      have h2 := dotProduct_comm v (A *ᵥ x)
      simp only [quadCoord, Matrix.mulVec_add, Matrix.mulVec_smul, dotProduct_add,
        add_dotProduct, smul_dotProduct, dotProduct_smul, smul_eq_mul]
      linear_combination (t / 2) * h1 + (t / 2) * h2
    rw [h]
    exact hasDerivAt_quadratic _ _ _
  funext i
  exact (key (Pi.single i 1)).deriv.trans (by rw [dotProduct_single, mul_one])
```

## (e) Unit rate along w

For any collective variable ξ with ∇ξ(x) ≠ 0, show that at x

⟨∇ξ, w⟩ = 1.

**Solution.** Insert w:

⟨∇ξ, ∇ξ⟩/|∇ξ|² = |∇ξ|²/|∇ξ|² = 1.

For differentiable ξ, a small displacement εw thus changes ξ by ε to first order. In the proof, `hs` records that a nonzero real vector has nonzero squared length, which permits the cancellation.

```lean
/-- Where the gradient of a collective variable is nonzero, `⟨∇ξ, w⟩ = 1`. -/
theorem grad_dot_liftField (f : (n → ℝ) → ℝ) (x : n → ℝ) (h : grad f x ≠ 0) :
    grad f x ⬝ᵥ liftField f x = 1 := by
  have hs : grad f x ⬝ᵥ grad f x ≠ 0 := fun h0 => h (dotProduct_self_eq_zero.mp h0)
  rw [liftField, dotProduct_smul, smul_eq_mul, inv_mul_cancel₀ hs]
```

## (f) Directional derivative of w

For symmetric A and Ax ≠ 0, show that component i of w has, along any direction v, the derivative

(Av)ᵢ/|Ax|² − 2⟨Ax, Av⟩(Ax)ᵢ/|Ax|⁴.

**Solution.** By (d), the gradient at x + tv is Ax + tAv. Hence

wᵢ(x + tv) = [(Ax)ᵢ + t(Av)ᵢ] / [|Ax|² + 2t⟨Ax, Av⟩ + t²|Av|²].

Apply (b) with c = (Ax)ᵢ, b = (Av)ᵢ, s = |Ax|², p = ⟨Ax, Av⟩ and q = |Av|².

The facts `hn` and `hd` expand numerator and denominator, and `hf` identifies their ratio with the component of w. Since `deriv` returns 0 where a derivative is missing, the existence shown here gives the sum in (g) its intended meaning.

```lean
/-- For symmetric `A` and `A x ≠ 0`, each component of `w` is differentiable at `x` along
every direction `v`, with the derivative given by the quotient rule. -/
theorem hasDerivAt_liftField {A : Matrix n n ℝ} (hA : A.IsSymm) (x v : n → ℝ)
    (hx : A *ᵥ x ≠ 0) (i : n) :
    HasDerivAt (fun t : ℝ => liftField (quadCoord A) (x + t • v) i)
      ((A *ᵥ v) i / (A *ᵥ x ⬝ᵥ A *ᵥ x)
        - 2 * (A *ᵥ x ⬝ᵥ A *ᵥ v) * (A *ᵥ x) i / (A *ᵥ x ⬝ᵥ A *ᵥ x) ^ 2) 0 := by
  have hs : A *ᵥ x ⬝ᵥ A *ᵥ x ≠ 0 := fun h0 => hx (dotProduct_self_eq_zero.mp h0)
  have hn : ∀ t : ℝ, (A *ᵥ (x + t • v)) i = (A *ᵥ x) i + t * (A *ᵥ v) i := by
    intro t
    simp only [Matrix.mulVec_add, Matrix.mulVec_smul, Pi.add_apply, Pi.smul_apply, smul_eq_mul]
  have hd : ∀ t : ℝ, A *ᵥ (x + t • v) ⬝ᵥ A *ᵥ (x + t • v) = A *ᵥ x ⬝ᵥ A *ᵥ x
      + t * (2 * (A *ᵥ x ⬝ᵥ A *ᵥ v)) + t ^ 2 * (A *ᵥ v ⬝ᵥ A *ᵥ v) := by
    intro t
    have hc := dotProduct_comm (A *ᵥ v) (A *ᵥ x)
    simp only [Matrix.mulVec_add, Matrix.mulVec_smul, dotProduct_add, add_dotProduct,
      smul_dotProduct, dotProduct_smul, smul_eq_mul]
    linear_combination t * hc
  have hf : (fun t : ℝ => liftField (quadCoord A) (x + t • v) i) =
      fun t => ((A *ᵥ x) i + t * (A *ᵥ v) i) / (A *ᵥ x ⬝ᵥ A *ᵥ x
        + t * (2 * (A *ᵥ x ⬝ᵥ A *ᵥ v)) + t ^ 2 * (A *ᵥ v ⬝ᵥ A *ᵥ v)) := by
    funext t
    rw [← hn t, ← hd t, liftField, grad_quadCoord hA, Pi.smul_apply, smul_eq_mul,
      div_eq_inv_mul]
  rw [hf]
  exact hasDerivAt_ratio _ _ _ _ _ hs
```

## (g) Divergence for a general symmetric matrix

For symmetric A and Ax ≠ 0, confirm the unit rate of (e) and show that

div w = tr A/|Ax|² − 2⟨Ax, A(Ax)⟩/|Ax|⁴.

**Solution.** By (d), ∇ξ = Ax ≠ 0, so (e) applies. For the divergence, put v = eᵢ in (f). Then (Aeᵢ)ᵢ = Aᵢᵢ, and (c) gives ⟨Ax, Aeᵢ⟩ = (A(Ax))ᵢ. The diagonal derivative is

∂ᵢwᵢ = Aᵢᵢ/|Ax|² − 2(A(Ax))ᵢ(Ax)ᵢ/|Ax|⁴.

Summing over i turns the first numerator into the trace and the second into 2⟨Ax, A(Ax)⟩.

The theorem joins the two claims by `∧`. In its proof, `hterm` is the diagonal derivative and `hsum` evaluates the second sum.

```lean
/-- For symmetric `A` and `A x ≠ 0`, the field `w` of `ξ(x) = ⟨x, A x⟩ / 2` satisfies
`⟨∇ξ, w⟩ = 1` and `div w = tr A / |A x|² - 2 ⟨A x, A (A x)⟩ / |A x|⁴` at `x`. -/
theorem metric_divergence {A : Matrix n n ℝ} (hA : A.IsSymm) (x : n → ℝ) (hx : A *ᵥ x ≠ 0) :
    grad (quadCoord A) x ⬝ᵥ liftField (quadCoord A) x = 1 ∧
    divergence (liftField (quadCoord A)) x = A.trace / (A *ᵥ x ⬝ᵥ A *ᵥ x)
      - 2 * (A *ᵥ x ⬝ᵥ A *ᵥ (A *ᵥ x)) / (A *ᵥ x ⬝ᵥ A *ᵥ x) ^ 2 := by
  refine ⟨grad_dot_liftField _ x (by rwa [grad_quadCoord hA]), ?_⟩
  -- the diagonal partial derivatives of the field
  have hterm : ∀ i, deriv (fun t : ℝ =>
      liftField (quadCoord A) (x + t • (Pi.single i 1 : n → ℝ)) i) 0 =
      A i i / (A *ᵥ x ⬝ᵥ A *ᵥ x)
        - 2 * (A *ᵥ (A *ᵥ x)) i * (A *ᵥ x) i / (A *ᵥ x ⬝ᵥ A *ᵥ x) ^ 2 := by
    intro i
    have h1 : (A *ᵥ (Pi.single i 1 : n → ℝ)) i = A i i := by
      rw [Matrix.mulVec, dotProduct_single, mul_one]
    rw [(hasDerivAt_liftField hA x (Pi.single i 1) hx i).deriv, h1,
      dot_symm hA (A *ᵥ x) (Pi.single i 1), dotProduct_single, mul_one]
  have hsum : ∑ i, 2 * (A *ᵥ (A *ᵥ x)) i * (A *ᵥ x) i
      = 2 * (A *ᵥ x ⬝ᵥ A *ᵥ (A *ᵥ x)) := by
    rw [dotProduct, Finset.mul_sum]
    exact Finset.sum_congr rfl fun i _ => by ring
  rw [divergence, Finset.sum_congr rfl fun i _ => hterm i, Finset.sum_sub_distrib,
    ← Finset.sum_div, ← Finset.sum_div, hsum]
  simp only [Matrix.trace, Matrix.diag_apply]
```

**Two atoms in a simulation.** Let ξ = |r|²/2 with r = r₁ − r₂ ≠ 0 in three dimensions. The matrix has 3 × 3 blocks 1 and −1, with trace 6. Here Ax = (r, −r) and A(Ax) = 2Ax, so |Ax|² = 2|r|² and

div w = 6/(2|r|²) − 8|r|²/(4|r|⁴) = 1/|r|².

Let f₁ and f₂ be the forces on the two atoms from V alone, without any biasing force. In canonical sampling at thermal energy θ, each configuration contributes

⟨f₂ − f₁, r⟩/(2|r|²) − θ/|r|²

to the bin containing its value of ξ. The bin average estimates dF/dz. This example applies the formula in the text and has no Lean theorem of its own.

## (h) Radial coordinate in n dimensions

For ξ = |x|²/2 and x ≠ 0, show that

|x|² div w = n − 2.

**Solution.** Take A to be the identity in (g). Then Ax = x and tr A = n, so

div w = n/|x|² − 2|x|²/|x|⁴ = (n − 2)/|x|².

Multiply by |x|². One dimension returns the opening result, and in two dimensions the term vanishes. Lean writes the dimension as `Fintype.card n`; the proof specialises (g) and clears the denominators.

```lean
/-- For `ξ(x) = |x|² / 2` in `n` dimensions and `x ≠ 0`, `|x|² div w = n - 2`. -/
theorem radial_divergence (x : n → ℝ) (hx : x ≠ 0) :
    (x ⬝ᵥ x) * divergence (liftField (quadCoord (1 : Matrix n n ℝ))) x
      = (Fintype.card n : ℝ) - 2 := by
  have hs : x ⬝ᵥ x ≠ 0 := fun h0 => hx (dotProduct_self_eq_zero.mp h0)
  rw [(metric_divergence Matrix.isSymm_one x (by rwa [Matrix.one_mulVec])).2]
  simp only [Matrix.one_mulVec, Matrix.trace_one]
  field_simp
```

## (i) Isotropic harmonic well

For V = k|x|²/2, with k the spring constant, and ξ = |x|²/2, show that at x ≠ 0

⟨∇V, w⟩ − θ div w = k − θ(n − 2)/|x|².

**Solution.** By (d), applied to k times the identity, ∇V = kx. By (e), ⟨x, w⟩ = 1, so the first term is k. Part (h) supplies the second.

The value depends only on |x|, so averaging over the sphere ξ = z leaves it unchanged. The Lean statement allows any real `k` and `θ`; the thermal interpretation needs θ > 0. Its proof obtains ⟨x, w⟩ = 1 as `h1` and substitutes (h).

```lean
/-- In the isotropic harmonic well `V(x) = k |x|² / 2` in `n` dimensions, the local mean force
along `ξ(x) = |x|² / 2` at `x ≠ 0` is `k - θ (n - 2) / |x|²`. -/
theorem harmonic_well_meanForce (k θ : ℝ) (x : n → ℝ) (hx : x ≠ 0) :
    localMeanForce (quadCoord (k • (1 : Matrix n n ℝ))) (quadCoord 1) θ x
      = k - θ * ((Fintype.card n : ℝ) - 2) / (x ⬝ᵥ x) := by
  have hs : x ⬝ᵥ x ≠ 0 := fun h0 => hx (dotProduct_self_eq_zero.mp h0)
  have h1 := (metric_divergence Matrix.isSymm_one x (by rwa [Matrix.one_mulVec])).1
  rw [grad_quadCoord Matrix.isSymm_one, Matrix.one_mulVec] at h1
  rw [localMeanForce, grad_quadCoord (Matrix.isSymm_one.smul k), Matrix.smul_mulVec,
    Matrix.one_mulVec, smul_dotProduct, h1, ← radial_divergence x hx, smul_eq_mul, mul_one]
  field_simp
```

## (j) A traceless saddle

For ξ(x, y) = (x² − y²)/2 at the point (a, 0), with a ≠ 0, show that

a² div w = −2.

**Solution.** The matrix is diag(1, −1), with trace 0. It leaves (a, 0) unchanged, so Ax = A(Ax) = (a, 0) and |Ax|² = a². Formula (g) gives

div w = 0 − 2a²/a⁴ = −2/a².

The Laplacian of ξ is zero, yet the divergence term remains, because |∇ξ| varies along the gradient. In the proof, `hm`, `htr` and `hd` establish the matrix action, the trace and the squared length before (g) is applied.

```lean
/-- For the saddle coordinate `ξ(x, y) = (x² - y²) / 2`, whose matrix is traceless,
`a² div w = -2` at the point `(a, 0)` with `a ≠ 0`. -/
theorem saddle_divergence (a : ℝ) (ha : a ≠ 0) :
    a ^ 2 * divergence (liftField (quadCoord !![1, 0; 0, -1])) ![a, 0] = -2 := by
  have hA : (!![1, 0; 0, -1] : Matrix (Fin 2) (Fin 2) ℝ).IsSymm :=
    Matrix.IsSymm.ext fun i j => by fin_cases i <;> fin_cases j <;> rfl
  have hm : (!![1, 0; 0, -1] : Matrix (Fin 2) (Fin 2) ℝ) *ᵥ ![a, 0] = ![a, 0] := by
    ext i
    fin_cases i <;> simp [Matrix.mulVec, dotProduct, Fin.sum_univ_two]
  have hne : ![a, 0] ≠ (0 : Fin 2 → ℝ) := fun h => ha (congrFun h 0)
  have htr : (!![1, 0; 0, -1] : Matrix (Fin 2) (Fin 2) ℝ).trace = 0 := by
    simp [Matrix.trace_fin_two]
  have hd : ![a, 0] ⬝ᵥ ![a, 0] = a ^ 2 := by
    simp [dotProduct, Fin.sum_univ_two, pow_two]
  rw [(metric_divergence hA _ (by rwa [hm])).2]
  simp only [hm, htr, hd, zero_div, zero_sub]
  field_simp

end

end MetricDivergence
```

```lean
#print axioms MetricDivergence.hasDerivAt_quadratic
#print axioms MetricDivergence.harmonic_well_meanForce
#print axioms MetricDivergence.saddle_divergence
```

```
'MetricDivergence.hasDerivAt_quadratic' depends on axioms: [propext, Classical.choice, Quot.sound]
'MetricDivergence.harmonic_well_meanForce' depends on axioms: [propext, Classical.choice, Quot.sound]
'MetricDivergence.saddle_divergence' depends on axioms: [propext, Classical.choice, Quot.sound]
```
